# Martin's test bounds the second-order error of an isolated two-level Fermi resonance from above

Take two vibrational levels 12 cm⁻¹ apart, coupled by 2.5 cm⁻¹. Diagonalising the 2×2 matrix pushes the lower level down by exactly 0.5 cm⁻¹. Second-order theory says 2.5²/12 ≈ 0.5208, so it is wrong by about 0.0208. If the coupling comes from an overtone–fundamental cubic constant φ = 10 cm⁻¹, a third derivative of the potential in dimensionless normal coordinates, Martin's test φ⁴/(256Δ³), with Δ the gap between the uncoupled levels, predicts 0.0226. That is close, but not equal. Where does the fourth power come from, why does the 256 become 64 for a combination level, and how far off can the estimate be?

## The error is s²/Δ, and the oscillator matrix elements supply 256 or 64

Put the levels at 0 and Δ > 0, with coupling W, and define

s = (√(Δ² + 4W²) − Δ)/2.

Then (2s + Δ)² = Δ² + 4W², which gives

s² + Δs = W².

The secular determinant therefore factorises:

E² − ΔE − W² = (E + s)(E − Δ − s).

The energies are −s and Δ + s. Second-order theory replaces s by a = W²/Δ. Dividing s² + Δs = W² by Δ gives its error e exactly:

e = a − s = s²/Δ.

The square root is at least Δ, so s ≥ 0. Also e ≥ 0, so s ≤ a. Hence

e ≤ a²/Δ = W⁴/Δ³.

Putting this back into s = a − e gives

s² = a² − 2ae + e² ≥ a² − 2a³/Δ,

and division by Δ yields

W⁴/Δ³ − 2W⁶/Δ⁵ ≤ e ≤ W⁴/Δ³.

For W ≠ 0, the ratio of e to W⁴/Δ³ lies between 1 − 2W²/Δ² and 1, so it tends to 1 as W → 0 at fixed Δ.

The couplings follow from ⟨n+1|q|n⟩ = √((n+1)/2), where q is the dimensionless normal coordinate. For the term (φ/2)q₁²q₂ between |2,0⟩ and |0,1⟩, the only path through q₁² is 0 → 1 → 2:

W = (φ/2) · (1 · 1/√2) · (1/√2) = φ/4.

For φq₁q₂q₃ between |1,1,0⟩ and |0,0,1⟩:

W = φ · (1/√2)³ = φ/√8.

The fourth powers are φ⁴/256 and φ⁴/64. For this isolated pair the test therefore never underestimates the second-order error, and it exceeds it by at most φ⁶/(2048Δ⁵) for the overtone and φ⁶/(256Δ⁵) for the combination level.

In the Lean file below, `hamiltonian Δ W` is the real 2×2 matrix, `levelShift` is s and `secondOrderError` is e. `energy_iff` says that some nonzero real vector satisfies the eigenvalue equation for E exactly when E is −s or Δ + s; this holds for all real Δ and W. The error bounds assume `0 < Δ`, a nonzero gap with the lower level placed at zero. W and φ may have either sign. In `secondOrderError_leading`, `𝓝[≠] 0` means that W approaches zero through nonzero values.

The function `q m n` takes the harmonic-oscillator matrix elements as its definition, and `qSq` sums over intermediate levels. The gap and φ are inputs in the same energy unit, and W²/Δ is defined as the second-order shift instead of being derived from a perturbation series. Other levels and other anharmonic terms are absent.

```lean
import Mathlib

open Matrix Filter Topology

namespace FermiResonanceMartinTest

noncomputable section

/-- Two zero-order vibrational levels at energies `0` and `Δ`, coupled by `W`. -/
def hamiltonian (Δ W : ℝ) : Matrix (Fin 2) (Fin 2) ℝ := !![0, W; W, Δ]

/-- The quantity `s = (√(Δ² + 4W²) - Δ)/2`, which for `Δ ≥ 0` is the two-level shift. -/
def levelShift (Δ W : ℝ) : ℝ := (√(Δ ^ 2 + 4 * W ^ 2) - Δ) / 2

/-- The second-order shift `W²/Δ` minus the exact two-level shift, for `Δ > 0`. -/
def secondOrderError (Δ W : ℝ) : ℝ := W ^ 2 / Δ - levelShift Δ W

/-- Matrix element `⟨m|q|n⟩` of the dimensionless normal coordinate between
harmonic-oscillator levels. -/
def q (m n : ℕ) : ℝ :=
  if m = n + 1 then √((m : ℝ) / 2) else if n = m + 1 then √((n : ℝ) / 2) else 0

/-- Matrix element `⟨m|q²|n⟩`, summed over the intermediate levels up to `n + 1`,
the highest one that `q` reaches from `n`. -/
def qSq (m n : ℕ) : ℝ := ∑ k ∈ Finset.range (n + 2), q m k * q k n

/-- Coupling of the overtone `|2,0⟩` to the fundamental `|0,1⟩` by the cubic term
`(φ/2) q₁² q₂`. -/
def overtoneCoupling (φ : ℝ) : ℝ := φ / 2 * qSq 2 0 * q 0 1

/-- Coupling of the combination level `|1,1,0⟩` to the fundamental `|0,0,1⟩` by the
cubic term `φ q₁ q₂ q₃`. -/
def combinationCoupling (φ : ℝ) : ℝ := φ * q 1 0 * q 1 0 * q 0 1

/-- For all real `Δ` and `W`, `s = levelShift Δ W` solves `s² + Δ s = W²`. -/
theorem levelShift_secular (Δ W : ℝ) :
    levelShift Δ W ^ 2 + Δ * levelShift Δ W = W ^ 2 := by
  have h := Real.sq_sqrt (show 0 ≤ Δ ^ 2 + 4 * W ^ 2 by positivity)
  unfold levelShift
  linear_combination h / 4

/-- The energies of the coupled pair are exactly `-s` and `Δ + s`. -/
theorem energy_iff (Δ W E : ℝ) :
    (∃ v : Fin 2 → ℝ, v ≠ 0 ∧ hamiltonian Δ W *ᵥ v = E • v) ↔
      E = -levelShift Δ W ∨ E = Δ + levelShift Δ W := by
  have key : ∀ v : Fin 2 → ℝ, hamiltonian Δ W *ᵥ v = E • v ↔
      (hamiltonian Δ W - E • (1 : Matrix (Fin 2) (Fin 2) ℝ)) *ᵥ v = 0 := by
    intro v
    rw [Matrix.sub_mulVec, Matrix.smul_mulVec, Matrix.one_mulVec, sub_eq_zero]
  -- the secular determinant factorises
  have hdet : (hamiltonian Δ W - E • (1 : Matrix (Fin 2) (Fin 2) ℝ)).det =
      (E + levelShift Δ W) * (E - (Δ + levelShift Δ W)) := by
    have h := levelShift_secular Δ W
    simp [Matrix.det_fin_two, hamiltonian]
    linear_combination h
  simp only [key]
  rw [Matrix.exists_mulVec_eq_zero_iff, hdet, mul_eq_zero, sub_eq_zero,
    add_eq_zero_iff_eq_neg]

/-- For a gap `Δ > 0` the error of second-order theory is exactly `s²/Δ`. -/
theorem secondOrderError_eq {Δ : ℝ} (hΔ : 0 < Δ) (W : ℝ) :
    secondOrderError Δ W = levelShift Δ W ^ 2 / Δ := by
  have hne : Δ ≠ 0 := hΔ.ne'
  rw [secondOrderError, ← levelShift_secular Δ W, add_div, mul_div_cancel_left₀ _ hne]
  ring

/-- For a gap `Δ > 0` the second-order shift is too large by at most `W⁴/Δ³` and by at
least `W⁴/Δ³ - 2W⁶/Δ⁵`. -/
theorem secondOrderError_bounds {Δ : ℝ} (hΔ : 0 < Δ) (W : ℝ) :
    W ^ 4 / Δ ^ 3 - 2 * W ^ 6 / Δ ^ 5 ≤ secondOrderError Δ W ∧
      secondOrderError Δ W ≤ W ^ 4 / Δ ^ 3 := by
  have he := secondOrderError_eq hΔ W
  have hs : 0 ≤ levelShift Δ W := by
    have h : Δ ≤ √(Δ ^ 2 + 4 * W ^ 2) :=
      (Real.le_sqrt' hΔ).2 (by nlinarith [sq_nonneg W])
    unfold levelShift
    linarith
  have hdef : secondOrderError Δ W = W ^ 2 / Δ - levelShift Δ W := rfl
  have ha : 0 ≤ W ^ 2 / Δ := by positivity
  have hpos : 0 ≤ levelShift Δ W ^ 2 / Δ := by positivity
  have hsa : levelShift Δ W ≤ W ^ 2 / Δ := by linarith
  -- the exact shift is at most the second-order one
  have hu : secondOrderError Δ W ≤ (W ^ 2 / Δ) ^ 2 / Δ := by
    rw [he]
    exact div_le_div_of_nonneg_right (pow_le_pow_left₀ hs hsa 2) hΔ.le
  -- inserting this bound back into `s²` gives the next order
  have hl : (W ^ 2 / Δ) ^ 2 - 2 * (W ^ 2 / Δ) * ((W ^ 2 / Δ) ^ 2 / Δ)
      ≤ levelShift Δ W ^ 2 := by
    rw [hdef] at hu
    nlinarith [sq_nonneg (W ^ 2 / Δ - levelShift Δ W), mul_le_mul_of_nonneg_left hu ha]
  constructor
  · calc W ^ 4 / Δ ^ 3 - 2 * W ^ 6 / Δ ^ 5
        = ((W ^ 2 / Δ) ^ 2 - 2 * (W ^ 2 / Δ) * ((W ^ 2 / Δ) ^ 2 / Δ)) / Δ := by ring
      _ ≤ levelShift Δ W ^ 2 / Δ := div_le_div_of_nonneg_right hl hΔ.le
      _ = secondOrderError Δ W := he.symm
  · calc secondOrderError Δ W ≤ (W ^ 2 / Δ) ^ 2 / Δ := hu
      _ = W ^ 4 / Δ ^ 3 := by ring

/-- At fixed gap `Δ > 0` the ratio of the second-order error to `W⁴/Δ³` tends to one
as the coupling `W` tends to zero through nonzero values. -/
theorem secondOrderError_leading {Δ : ℝ} (hΔ : 0 < Δ) :
    Tendsto (fun W => secondOrderError Δ W / (W ^ 4 / Δ ^ 3)) (𝓝[≠] 0) (𝓝 1) := by
  have hc : Continuous (fun W : ℝ => 1 - 2 * W ^ 2 / Δ ^ 2) := by fun_prop
  have hlow : Tendsto (fun W : ℝ => 1 - 2 * W ^ 2 / Δ ^ 2) (𝓝[≠] 0) (𝓝 1) :=
    (hc.tendsto' 0 1 (by norm_num)).mono_left nhdsWithin_le_nhds
  -- squeeze the ratio between `1 - 2W²/Δ²` and `1`
  refine tendsto_of_tendsto_of_tendsto_of_le_of_le' hlow tendsto_const_nhds ?_ ?_
  · filter_upwards [self_mem_nhdsWithin] with W hW
    have hW' : W ≠ 0 := hW
    have hp : 0 < W ^ 4 / Δ ^ 3 := by positivity
    rw [le_div_iff₀ hp]
    calc (1 - 2 * W ^ 2 / Δ ^ 2) * (W ^ 4 / Δ ^ 3)
        = W ^ 4 / Δ ^ 3 - 2 * W ^ 6 / Δ ^ 5 := by ring
      _ ≤ secondOrderError Δ W := (secondOrderError_bounds hΔ W).1
  · filter_upwards [self_mem_nhdsWithin] with W hW
    have hW' : W ≠ 0 := hW
    have hp : 0 < W ^ 4 / Δ ^ 3 := by positivity
    rw [div_le_iff₀ hp, one_mul]
    exact (secondOrderError_bounds hΔ W).2

/-- The overtone-fundamental coupling is `φ/4`. -/
theorem overtoneCoupling_eq (φ : ℝ) : overtoneCoupling φ = φ / 4 := by
  have h : √(1 / 2 : ℝ) * √(1 / 2) = 1 / 2 := Real.mul_self_sqrt (by norm_num)
  have h01 : q 0 1 = √(1 / 2) := by norm_num [q]
  have h10 : q 1 0 = √(1 / 2) := by norm_num [q]
  have h21 : q 2 1 = 1 := by norm_num [q]
  have h20 : q 2 0 = 0 := by norm_num [q]
  have hsq : qSq 2 0 = √(1 / 2) := by
    rw [qSq, Finset.sum_range_succ, Finset.sum_range_one, h20, h21, h10]
    ring
  rw [overtoneCoupling, hsq, h01]
  linear_combination φ / 2 * h

/-- The combination-fundamental coupling is `φ/√8`. -/
theorem combinationCoupling_eq (φ : ℝ) : combinationCoupling φ = φ / √8 := by
  have h : √(1 / 2 : ℝ) * √(1 / 2) = 1 / 2 := Real.mul_self_sqrt (by norm_num)
  have h2 : √(1 / 2 : ℝ) * √8 = 2 := by
    rw [← Real.sqrt_mul (by norm_num), show (1 / 2 * 8 : ℝ) = 2 ^ 2 by norm_num,
      Real.sqrt_sq (by norm_num)]
  have h01 : q 0 1 = √(1 / 2) := by norm_num [q]
  have h10 : q 1 0 = √(1 / 2) := by norm_num [q]
  have h8 : √(8 : ℝ) ≠ 0 := by positivity
  rw [combinationCoupling, h01, h10, eq_div_iff h8]
  linear_combination φ * √(1 / 2) * √8 * h + φ / 2 * h2

/-- Martin's test for an overtone resonance with gap `Δ > 0`: the second-order error is at
most `φ⁴/(256Δ³)` and falls short of it by at most `φ⁶/(2048Δ⁵)`. -/
theorem martin_test_overtone {Δ : ℝ} (hΔ : 0 < Δ) (φ : ℝ) :
    φ ^ 4 / (256 * Δ ^ 3) - φ ^ 6 / (2048 * Δ ^ 5)
        ≤ secondOrderError Δ (overtoneCoupling φ) ∧
      secondOrderError Δ (overtoneCoupling φ) ≤ φ ^ 4 / (256 * Δ ^ 3) := by
  have h4 : φ ^ 4 / (256 * Δ ^ 3) = (φ / 4) ^ 4 / Δ ^ 3 := by ring
  have h6 : φ ^ 6 / (2048 * Δ ^ 5) = 2 * (φ / 4) ^ 6 / Δ ^ 5 := by ring
  rw [overtoneCoupling_eq, h4, h6]
  exact secondOrderError_bounds hΔ (φ / 4)

/-- Martin's test for a combination resonance with gap `Δ > 0`: the second-order error is
at most `φ⁴/(64Δ³)` and falls short of it by at most `φ⁶/(256Δ⁵)`. -/
theorem martin_test_combination {Δ : ℝ} (hΔ : 0 < Δ) (φ : ℝ) :
    φ ^ 4 / (64 * Δ ^ 3) - φ ^ 6 / (256 * Δ ^ 5)
        ≤ secondOrderError Δ (combinationCoupling φ) ∧
      secondOrderError Δ (combinationCoupling φ) ≤ φ ^ 4 / (64 * Δ ^ 3) := by
  have h2 : (φ / √8) ^ 2 = φ ^ 2 / 8 := by
    rw [div_pow, Real.sq_sqrt (by norm_num)]
  have h4 : φ ^ 4 / (64 * Δ ^ 3) = (φ / √8) ^ 4 / Δ ^ 3 := by
    rw [show (φ / √8) ^ 4 = ((φ / √8) ^ 2) ^ 2 by rw [← pow_mul], h2]
    ring
  have h6 : φ ^ 6 / (256 * Δ ^ 5) = 2 * (φ / √8) ^ 6 / Δ ^ 5 := by
    rw [show (φ / √8) ^ 6 = ((φ / √8) ^ 2) ^ 3 by rw [← pow_mul], h2]
    ring
  rw [combinationCoupling_eq, h4, h6]
  exact secondOrderError_bounds hΔ (φ / √8)

end

end FermiResonanceMartinTest
```

```lean
#print axioms FermiResonanceMartinTest.energy_iff
#print axioms FermiResonanceMartinTest.secondOrderError_leading
#print axioms FermiResonanceMartinTest.martin_test_overtone
#print axioms FermiResonanceMartinTest.martin_test_combination
```

```
'FermiResonanceMartinTest.energy_iff' depends on axioms: [propext, Classical.choice, Quot.sound]
'FermiResonanceMartinTest.secondOrderError_leading' depends on axioms: [propext, Classical.choice, Quot.sound]
'FermiResonanceMartinTest.martin_test_overtone' depends on axioms: [propext, Classical.choice, Quot.sound]
'FermiResonanceMartinTest.martin_test_combination' depends on axioms: [propext, Classical.choice, Quot.sound]
```

`levelShift_secular` squares the root and obtains s² + Δs = W². In `energy_iff`, `hdet` is the factorised determinant, and `Matrix.exists_mulVec_eq_zero_iff` turns its vanishing into the existence of an eigenvector. `secondOrderError_eq` is the division by Δ.

Inside `secondOrderError_bounds`, `hs` and `hsa` give 0 ≤ s ≤ a, and `hu` is the upper bound. For `hl`, `nlinarith` uses (a − s)² ≥ 0 together with `hu` multiplied by a, which is the step of dropping e² above. `secondOrderError_leading` squeezes the ratio between its two bounds. The two coupling lemmas evaluate the matrix elements, and the `martin_test` theorems substitute them into the general bounds.

In second-order vibrational perturbation theory (VPT2), an estimate of this kind helps to flag resonant terms for separate diagonalisation; the bounds here support it for an isolated pair coupled by one cubic constant, and they set no threshold. Close to resonance they are loose: once 2W² > Δ², the lower bound is negative and says less than e ≥ 0.
